# The pair and particle-hole matrices of a vector on finitely many fermionic modes are positive semidefinite

Take a single fermionic mode with annihilator $a$ and creator $c$. The creator is the adjoint of the annihilator, and the two satisfy $aa=0$ and $ac+ca=1$. For any vector $v$, the squared norm of $c\,a\,v$ can be rewritten by moving the left-hand operators across the inner product and then anticommuting the inner pair:

$$\|c\,a\,v\|^2=\langle v,\,c\,(a\,c)\,a\,v\rangle=\langle v,\,c\,(1-c\,a)\,a\,v\rangle=\langle v,c\,a\,v\rangle-\langle v,c\,c\,a\,a\,v\rangle .$$

The left side is non-negative, so the right side is too. The last term vanishes because $aa=0$, and both sides equal $0$ for $v=|0\rangle$ and $1$ for $v=|1\rangle$. With several modes the right side becomes the particle-hole matrix, and the same two moves show that it is a table of overlaps between vectors.

## Two tables of overlaps

Let $a_p$ and $c_p$ be the annihilators and creators of finitely many modes, acting on a complex inner-product space. The inner product is linear in its second slot. The operators satisfy

$$a_pa_q+a_qa_p=0,\qquad a_pc_q+c_qa_p=\delta_{pq},\qquad \langle x,c_py\rangle=\langle a_px,y\rangle .$$

For a vector $v$ define

$$g_{pq}=\langle v,c_pa_qv\rangle,\qquad D_{(pq),(rs)}=\langle v,c_pc_qa_sa_rv\rangle,$$

$$G_{(pq),(rs)}=\delta_{pr}\,g_{qs}-\langle v,c_qc_ra_pa_sv\rangle .$$

The claim is that $D$ and $G$ are positive semidefinite for every $v$.

For $D$, move the creators into the left slot one after the other:

$$D_{(pq),(rs)}=\langle a_pv,\,c_qa_sa_rv\rangle=\langle a_qa_pv,\,a_sa_rv\rangle .$$

For $G$, start from the overlap of two vectors in which one particle has been moved. Adjointness also gives $\langle c_px,y\rangle=\langle x,a_py\rangle$, by complex conjugation. Hence

$$\begin{aligned}
\langle c_pa_qv,\,c_ra_sv\rangle&=\langle a_qv,\,a_pc_ra_sv\rangle=\langle v,\,c_q\,a_pc_r\,a_sv\rangle\\
&=\langle v,\,c_q(\delta_{pr}-c_ra_p)a_sv\rangle\\
&=\delta_{pr}\,g_{qs}-\langle v,c_qc_ra_pa_sv\rangle=G_{(pq),(rs)} .
\end{aligned}$$

Now let $M_{ij}=\langle u_i,u_j\rangle$ be any finite matrix of overlaps. It is Hermitian because $\overline{\langle u_j,u_i\rangle}=\langle u_i,u_j\rangle$, and its quadratic form is

$$\sum_{i,j}\overline{x_i}\,M_{ij}\,x_j=\Big\langle\sum_ix_iu_i,\sum_jx_ju_j\Big\rangle=\Big\|\sum_ix_iu_i\Big\|^2\ge 0 .$$

Applied with $u_{rs}=a_sa_rv$ and with $u_{rs}=c_ra_sv$, this proves the claim.

## Null directions, exchange and fluctuations

The squared norm also settles when the quadratic form vanishes. For $D$ this happens at $x$ exactly when $\sum x_{rs}\,a_sa_rv=0$, and for $G$ exactly when $\sum x_{rs}\,c_ra_sv=0$.

Some null directions of $D$ are there for every $v$. Since $a_ra_s=-a_sa_r$,

$$D_{(pq),(sr)}=\langle v,c_pc_qa_ra_sv\rangle=-D_{(pq),(rs)},$$

so the columns with $r=s$ are zero.

For a unit vector, $G$ satisfies a stronger inequality. Remove from each $c_ra_sv$ its component along $v$, which leaves $w_{rs}=c_ra_sv-g_{rs}v$. Expanding the overlap gives

$$\begin{aligned}
\langle w_{pq},w_{rs}\rangle&=G_{(pq),(rs)}-g_{rs}\overline{g_{pq}}-\overline{g_{pq}}\,g_{rs}+\overline{g_{pq}}\,g_{rs}\,\langle v,v\rangle\\
&=G_{(pq),(rs)}-\overline{g_{pq}}\,g_{rs},
\end{aligned}$$

where the last step uses $\langle v,v\rangle=1$. The result is again a matrix of overlaps, and therefore positive semidefinite. It is the covariance matrix of the operators $c_ra_s$ in the state $v$.

In variational reduced-density-matrix methods for electronic structure, conditions of this kind constrain a trial two-particle matrix. The theorems below show that they are necessary for matrices obtained from a single vector on finitely many modes; they do not show that every matrix meeting them comes from a state.

## Operators and matrices in Lean

```lean
import Mathlib

open Matrix
open scoped ComplexOrder

namespace TwoParticlePositivity

noncomputable section

variable {ι H : Type*} [DecidableEq ι] [NormedAddCommGroup H] [InnerProductSpace ℂ H]
```

The type `ι` labels the modes and `H` is the state space. The declaration lets `H` be any complex inner-product space, not only a Fock space. The relations assumed below do restrict it: with $n$ modes, a finite-dimensional `H` has a dimension divisible by $2^n$. Opening `ComplexOrder` gives $0\le z$ its usual meaning for complex $z$, namely that $z$ is real and non-negative.

```lean
/-- Fermionic annihilators `a p` and creators `c p`: the canonical anticommutation relations
hold and `c p` is adjoint to `a p`. -/
structure CAR (a c : ι → H →ₗ[ℂ] H) : Prop where
  anti : ∀ p q x, a p (a q x) + a q (a p x) = 0
  mixed : ∀ p q x, a p (c q x) + c q (a p x) = if p = q then x else 0
  adjoint : ∀ p x y, inner ℂ x (c p y) = inner ℂ (a p x) y
```

The operators are linear maps defined on all of `H`, and `CAR a c` collects what is assumed about them. The field `anti` expresses fermionic exchange antisymmetry and, for equal indices, the exclusion principle. The Kronecker delta in `mixed` says that the modes are orthonormal. The field `adjoint` makes `c p` the adjoint of `a p`. Anticommutation of two creators follows from `anti` and `adjoint`, so it is not a separate assumption.

```lean
/-- The one-particle matrix `g_pq = ⟨v, c_p a_q v⟩`. -/
def oneMatrix (a c : ι → H →ₗ[ℂ] H) (v : H) : Matrix ι ι ℂ :=
  Matrix.of fun p q => inner ℂ v (c p (a q v))

/-- The pair matrix `D_(pq),(rs) = ⟨v, c_p c_q a_s a_r v⟩`. -/
def pairMatrix (a c : ι → H →ₗ[ℂ] H) (v : H) : Matrix (ι × ι) (ι × ι) ℂ :=
  Matrix.of fun i j => inner ℂ v (c i.1 (c i.2 (a j.2 (a j.1 v))))

/-- The particle-hole matrix `G_(pq),(rs) = δ_pr g_qs - ⟨v, c_q c_r a_p a_s v⟩`. -/
def phMatrix (a c : ι → H →ₗ[ℂ] H) (v : H) : Matrix (ι × ι) (ι × ι) ℂ :=
  Matrix.of fun i j => (if i.1 = j.1 then oneMatrix a c v i.2 j.2 else 0)
    - inner ℂ v (c i.2 (c j.1 (a i.1 (a j.2 v))))
```

These are the formulas for $g$, $D$ and $G$. Rows and columns of the two larger matrices are indexed by ordered pairs of modes, with `i` standing for $(p,q)$ and `j` for $(r,s)$, so that `i.1` is $p$ and `j.2` is $s$. No Hamiltonian appears, and `v` need not have a definite particle number.

Nor does `v` have to be normalised. For $v\neq0$ the expectation values in the corresponding state are the entries of $g$, $D$ and $G$ divided by $\|v\|^2$, and this positive factor does not affect the sign of a quadratic form.

For a mixed state, a density operator $\rho$ takes the place of `v`, and the entries are traces such as $\operatorname{tr}(\rho\,c_pc_qa_sa_r)$. On a finite-dimensional space, writing $\rho=\sum_kw_k|v_k\rangle\langle v_k|$ with $w_k\ge0$ turns $D$ and $G$ into weighted sums of the matrices treated here, so positivity carries over. The quadratic form then vanishes exactly when the pair or particle-hole operator annihilates every $v_k$ of non-zero weight.

## Positivity from squared norms

```lean
/-- The quadratic form of a matrix of overlaps `⟨u_i, u_j⟩` is the squared norm of the
superposition `∑ x_i u_i`. -/
theorem overlap_quadratic {κ : Type*} [Fintype κ] (M : Matrix κ κ ℂ) (u : κ → H)
    (hM : ∀ i j, M i j = inner ℂ (u i) (u j)) (x : κ → ℂ) :
    star x ⬝ᵥ (M *ᵥ x) = ((‖∑ i, x i • u i‖ ^ 2 : ℝ) : ℂ) := by
  have h1 : star x ⬝ᵥ (M *ᵥ x) = inner ℂ (∑ i, x i • u i) (∑ i, x i • u i) := by
    rw [sum_inner]
    simp only [dotProduct, Matrix.mulVec, Pi.star_apply, Finset.mul_sum]
    refine Finset.sum_congr rfl fun i _ => ?_
    rw [inner_sum]
    refine Finset.sum_congr rfl fun j _ => ?_
    rw [inner_smul_left, inner_smul_right, starRingEnd_apply, hM]
    ring
  rw [h1]
  exact (inner_self_eq_norm_sq_to_K _).trans (Complex.ofReal_pow _ _).symm
```

The hypothesis `hM` says that $M$ is the matrix of overlaps of the family `u`. The expression `star x ⬝ᵥ (M *ᵥ x)` is $\sum\overline{x_i}M_{ij}x_j$. The proof expands the inner product of the superposition with itself, first in the left slot by `sum_inner` and then in the right slot by `inner_sum`, and compares the two double sums term by term. The last line identifies that inner product with the squared norm.

```lean
/-- A matrix of overlaps `⟨u_i, u_j⟩` is positive semidefinite. -/
theorem overlap_posSemidef {κ : Type*} [Fintype κ] (M : Matrix κ κ ℂ) (u : κ → H)
    (hM : ∀ i j, M i j = inner ℂ (u i) (u j)) : M.PosSemidef := by
  refine Matrix.PosSemidef.of_dotProduct_mulVec_nonneg ?_ ?_
  · refine Matrix.IsHermitian.ext fun i j => ?_
    rw [hM, hM]
    exact inner_conj_symm _ _
  · intro x
    rw [overlap_quadratic M u hM x]
    exact Complex.zero_le_real.mpr (by positivity)
```

`PosSemidef` requires a Hermitian matrix with a non-negative quadratic form. The first bullet obtains Hermiticity from conjugate symmetry of the inner product, and the second reads non-negativity off the squared norm.

```lean
/-- The pair matrix collects the overlaps of the states `a_s a_r v` with two particles
removed. -/
theorem pairMatrix_eq_inner {a c : ι → H →ₗ[ℂ] H} (h : CAR a c) (v : H) (i j : ι × ι) :
    pairMatrix a c v i j = inner ℂ (a i.2 (a i.1 v)) (a j.2 (a j.1 v)) := by
  change inner ℂ v (c i.1 (c i.2 (a j.2 (a j.1 v)))) = _
  rw [h.adjoint, h.adjoint]
```

Two uses of `h.adjoint` carry the two creators into the left slot, as in the derivation of $D$.

```lean
/-- The particle-hole matrix collects the overlaps of the states `c_r a_s v` with one particle
moved from mode `s` to mode `r`. -/
theorem phMatrix_eq_inner {a c : ι → H →ₗ[ℂ] H} (h : CAR a c) (v : H) (i j : ι × ι) :
    phMatrix a c v i j = inner ℂ (c i.1 (a i.2 v)) (c j.1 (a j.2 v)) := by
  have hadj : ∀ p x y, inner ℂ (c p x) y = inner ℂ x (a p y) := fun p x y => by
    rw [← inner_conj_symm, h.adjoint, inner_conj_symm]
  -- the mixed anticommutator brings the product into normal order
  have hm := eq_sub_of_add_eq (h.mixed i.1 j.1 (a j.2 v))
  rw [hadj, ← h.adjoint, hm, map_sub, inner_sub_right]
  simp only [phMatrix, oneMatrix, Matrix.of_apply]
  split_ifs <;> simp
```

The auxiliary statement `hadj` is the conjugated form of adjointness, and `hm` is the mixed anticommutator solved for $a_pc_r$. The rewriting chain follows the displayed calculation from left to right: $c_p$ crosses as $a_p$, $a_q$ returns as $c_q$, and the anticommutator is inserted. The final case split treats $p=r$ and $p\neq r$ separately, which evaluates the delta.

```lean
/-- The pair matrix and the particle-hole matrix of any vector `v` are positive
semidefinite. -/
theorem pair_and_particleHole_posSemidef [Fintype ι] {a c : ι → H →ₗ[ℂ] H} (h : CAR a c)
    (v : H) : (pairMatrix a c v).PosSemidef ∧ (phMatrix a c v).PosSemidef :=
  ⟨overlap_posSemidef _ (fun j => a j.2 (a j.1 v)) (pairMatrix_eq_inner h v),
    overlap_posSemidef _ (fun j => c j.1 (a j.2 v)) (phMatrix_eq_inner h v)⟩
```

This is the main theorem. Given `CAR a c` and finitely many modes, both matrices are positive semidefinite for every `v`. The proof passes the two families of vectors, $a_sa_rv$ and $c_ra_sv$, to the overlap lemma.

```lean
/-- The quadratic form of the pair matrix vanishes at `x` exactly when `∑ x_rs a_s a_r`
annihilates `v`, and that of the particle-hole matrix exactly when `∑ x_rs c_r a_s` does. -/
theorem quadratic_eq_zero_iff [Fintype ι] {a c : ι → H →ₗ[ℂ] H} (h : CAR a c) (v : H)
    (x : ι × ι → ℂ) :
    (star x ⬝ᵥ (pairMatrix a c v *ᵥ x) = 0 ↔ ∑ j, x j • a j.2 (a j.1 v) = 0) ∧
    (star x ⬝ᵥ (phMatrix a c v *ᵥ x) = 0 ↔ ∑ j, x j • c j.1 (a j.2 v) = 0) := by
  constructor
  · rw [overlap_quadratic _ (fun j => a j.2 (a j.1 v)) (pairMatrix_eq_inner h v),
      Complex.ofReal_eq_zero, sq_eq_zero_iff, norm_eq_zero]
  · rw [overlap_quadratic _ (fun j => c j.1 (a j.2 v)) (phMatrix_eq_inner h v),
      Complex.ofReal_eq_zero, sq_eq_zero_iff, norm_eq_zero]
```

The two equivalences are the vanishing conditions derived above. Each quadratic form is replaced by a squared norm, which is zero exactly when the vector inside it is zero.

```lean
/-- The pair matrix changes sign when the two annihilated modes are exchanged. -/
theorem pairMatrix_antisymm {a c : ι → H →ₗ[ℂ] H} (h : CAR a c) (v : H) (p q r s : ι) :
    pairMatrix a c v (p, q) (s, r) = -pairMatrix a c v (p, q) (r, s) := by
  change inner ℂ v (c p (c q (a r (a s v)))) = -inner ℂ v (c p (c q (a s (a r v))))
  rw [eq_neg_of_add_eq_zero_left (h.anti r s v)]
  simp only [map_neg, inner_neg_right]
```

Here `anti`, applied to the modes $r$ and $s$, supplies the minus sign, which linearity then carries out of the inner product.

```lean
/-- For a unit vector `v` the particle-hole matrix remains positive semidefinite after the
product of expectation values `conj(g_pq) g_rs` is subtracted. -/
theorem phMatrix_fluctuation_posSemidef [Fintype ι] {a c : ι → H →ₗ[ℂ] H} (h : CAR a c)
    (v : H) (hv : ‖v‖ = 1) :
    (phMatrix a c v - Matrix.of fun i j : ι × ι =>
      starRingEnd ℂ (oneMatrix a c v i.1 i.2) * oneMatrix a c v j.1 j.2).PosSemidef := by
  -- remove from each state `c_r a_s v` its component along `v`
  refine overlap_posSemidef _
    (fun j => c j.1 (a j.2 v) - oneMatrix a c v j.1 j.2 • v) fun i j => ?_
  have hvv : inner ℂ v v = (1 : ℂ) := by
    rw [inner_self_eq_norm_sq_to_K, hv]
    simp
  have hl : inner ℂ (c i.1 (a i.2 v)) v = starRingEnd ℂ (oneMatrix a c v i.1 i.2) :=
    (inner_conj_symm _ _).symm
  have hr : inner ℂ v (c j.1 (a j.2 v)) = oneMatrix a c v j.1 j.2 := rfl
  rw [Matrix.sub_apply, phMatrix_eq_inner h, Matrix.of_apply]
  simp only [inner_sub_left, inner_sub_right, inner_smul_left, inner_smul_right, hvv, hl, hr]
  ring
```

The hypothesis `hv` is the normalisation $\|v\|=1$. The norm cannot be left free, because the subtracted product is of fourth order in `v` while $G$ is of second order: for one mode and $v=2|1\rangle$, $G$ is $4$ and the subtracted product is $16$. A norm below one would also be enough for positivity, but the unit vector is the case in which the result is a covariance matrix. The proof gives the vectors $w_{rs}$ to the overlap lemma. The facts `hvv`, `hl` and `hr` are the values of $\langle v,v\rangle$, $\langle c_pa_qv,v\rangle$ and $\langle v,c_ra_sv\rangle$. With these inserted, `ring` performs the cancellation of the hand expansion.

## Two modes on $\mathbb C^4$

An explicit example shows that the assumptions in `CAR` are satisfiable with more than one mode.

```lean
/-- The operator on `ℂ⁴` given by a matrix. -/
def matOp (M : Matrix (Fin 4) (Fin 4) ℂ) :
    EuclideanSpace ℂ (Fin 4) →ₗ[ℂ] EuclideanSpace ℂ (Fin 4) where
  toFun x := WithLp.toLp 2 (M *ᵥ x.ofLp)
  map_add' x y := by simp [Matrix.mulVec_add]
  map_smul' r x := by simp [Matrix.mulVec_smul]
```

`matOp` lets a $4\times4$ matrix act on $\mathbb C^4$ with its standard inner product.

```lean
/-- The annihilation matrices of two fermionic modes in the occupation basis
`|00⟩, |01⟩, |10⟩, |11⟩`. -/
def lower : Fin 2 → Matrix (Fin 4) (Fin 4) ℂ :=
  ![!![0, 0, 1, 0; 0, 0, 0, 1; 0, 0, 0, 0; 0, 0, 0, 0],
    !![0, 1, 0, 0; 0, 0, 0, 0; 0, 0, 0, -1; 0, 0, 0, 0]]
```

The modes are numbered 0 and 1, and the first digit of a basis label is the occupation of mode 0. The non-zero actions of the annihilators are

$$a_0|10\rangle=|00\rangle,\quad a_0|11\rangle=|01\rangle,\quad a_1|01\rangle=|00\rangle,\quad a_1|11\rangle=-|10\rangle .$$

The minus sign is the Jordan-Wigner sign for passing the occupied mode 0. It yields $a_0a_1|11\rangle=-|00\rangle$ and $a_1a_0|11\rangle=|00\rangle$, whose sum is zero as `anti` demands. In this example $v=|11\rangle$ has $D_{(01),(01)}=\|a_1a_0v\|^2=1$, so the pair matrix is not always zero.

```lean
/-- The two-mode annihilation matrices and their conjugate transposes satisfy the canonical
anticommutation relations and are adjoint to each other. -/
theorem CAR_witness : CAR (fun p => matOp (lower p)) (fun p => matOp (lower p)ᴴ) where
  anti p q x := by
    ext i
    fin_cases p <;> fin_cases q <;> fin_cases i <;>
      simp [matOp, lower, dotProduct, Fin.sum_univ_four]
  mixed p q x := by
    ext i
    fin_cases p <;> fin_cases q <;> fin_cases i <;>
      simp [matOp, lower, Matrix.mulVec, dotProduct, Fin.sum_univ_four]
  adjoint p x y := by
    fin_cases p <;>
      simp [matOp, lower, Matrix.mulVec, dotProduct, Fin.sum_univ_four, PiLp.inner_apply]

end

end TwoParticlePositivity
```

The creators are the conjugate transposes of the annihilation matrices. The proof runs through the modes, and for the two anticommutation relations also through the four components of the vector, and checks each resulting identity by direct computation.

```lean
#print axioms TwoParticlePositivity.pair_and_particleHole_posSemidef
-- 'TwoParticlePositivity.pair_and_particleHole_posSemidef' depends on axioms: [propext, Classical.choice, Quot.sound]
#print axioms TwoParticlePositivity.quadratic_eq_zero_iff
-- 'TwoParticlePositivity.quadratic_eq_zero_iff' depends on axioms: [propext, Classical.choice, Quot.sound]
#print axioms TwoParticlePositivity.pairMatrix_antisymm
-- 'TwoParticlePositivity.pairMatrix_antisymm' depends on axioms: [propext, Classical.choice, Quot.sound]
#print axioms TwoParticlePositivity.phMatrix_fluctuation_posSemidef
-- 'TwoParticlePositivity.phMatrix_fluctuation_posSemidef' depends on axioms: [propext, Classical.choice, Quot.sound]
```
